# For two or more scattering atoms, the intensity ignores the choice of periodic images in every configuration exactly when $qL$ is a multiple of $2\pi$

## Why does a "forbidden" wavevector sometimes look fine?

Take two identical atoms on a line, at $x_0$ and $x_1$, in a periodic box of length $L$. With scattering lengths equal to 1, the intensity at wavevector $q$ is

$$|e^{iqx_0}+e^{iqx_1}|^2 = 2+2\cos\big(q(x_0-x_1)\big).$$

I was told to use only $q$ with $qL=2\pi m$ for an integer $m$, since otherwise the result depends on which periodic image of each atom I store. So I tried $qL=\pi$ with $q(x_0-x_1)=\pi/2$. The intensity is 2, and it stays 2 whichever images I pick. Is the rule too strict? And with many atoms and complex scattering lengths, could other wavevectors slip through for all configurations?

## No other wavevector works for all configurations

Your configuration is a coincidence. Keep $qL=\pi$ but place the atoms $L/3$ apart: the intensity is 3, and moving one atom by $L$ makes it 1. In your configuration the interference term $2\cos\big(q(x_0-x_1)\big)$ is zero, and at $qL=\pi$ a move by $L$ only reverses its sign. In general, the interference term is twice the real part of a complex product: the wave of the moved atom times the conjugate of the sum of the other waves. Comparing the intensities before and after one move tests only the real part of this product. Repeating the comparison with the initial phase of the moved atom advanced by $\pi/2$ tests the imaginary part, and this settles the case of many atoms and complex scattering lengths too.

### Two intensities in quadrature fix the phase factor

Let atom $j$ have scattering length $f_j\in\mathbb C$ and position $x_j$, and let the box have cell vectors $c_k$, finitely many. On a line there is one, $c=L$. Write

$$A(\theta)=\sum_j f_j e^{i\theta_j},\qquad I=|A(\theta)|^2\ \text{ with }\ \theta_j=\langle q,x_j\rangle .$$

Choosing other images means $x_j\to x_j+\sum_k n_{jk}c_k$ with integers $n_{jk}$, independently for each atom.

**If every $\langle q,c_k\rangle=2\pi m_k$ with integer $m_k$**, then $\theta_j$ changes by $2\pi\sum_k n_{jk}m_k$. This is an integer multiple of $2\pi$, so each wave, and hence $I$, is unchanged.

**Conversely, suppose $I$ never changes**, and let $a\neq b$ be two atoms with $f_a,f_b\neq0$. Fix $k$ and put $\varphi=\langle q,c_k\rangle$. If $\varphi=0$, it is $2\pi\cdot 0$ and there is nothing to show. If $\varphi\ne0$, the positions $x_j=(\theta_j/\varphi)\,c_k$ realise any phases $\theta_j$ we like. Moving atom $a$ alone by $c_k$ adds $\varphi$ to $\theta_a$, so this phase shift never changes $|A|^2$.

Separate the wave of atom $a$, at phase $t$, from the background of the others:

$$A=f_a e^{it}+B,\qquad B=\sum_{j\ne a}f_je^{i\theta_j}.$$

The background can be made nonzero. Set all other phases to 0 and let $C$ be the sum of the waves from atoms other than $a$ and $b$. Giving atom $b$ the phases 0 and $\pi$ yields $B=C+f_b$ and $B=C-f_b$. If both vanished, their difference $2f_b$ would vanish as well.

Now keep such a $B\neq0$ and let $w=e^{i\varphi}$. For $t=0$, invariance reads $|f_aw+B|^2=|f_a+B|^2$. Expanding, with $|w|=1$,

$$|f_a|^2+|B|^2+2\,\mathrm{Re}(f_aw\bar B)=|f_a|^2+|B|^2+2\,\mathrm{Re}(f_a\bar B),$$

so $\mathrm{Re}(f_aw\bar B)=\mathrm{Re}(f_a\bar B)$. For $t=\pi/2$, $f_a$ is replaced by $if_a$. Since $\mathrm{Re}(iz)=-\mathrm{Im}\,z$, the same expansion gives $\mathrm{Im}(f_aw\bar B)=\mathrm{Im}(f_a\bar B)$. Together,

$$f_a\bar B\,(w-1)=0 .$$

Since $f_a\bar B\neq0$, we get $e^{i\varphi}=1$, which means $\varphi=2\pi m$ for an integer $m$.

### What the theorems say about atoms and boxes

`box_wavevector_iff` is the rule for a line. `Fin N` labels the atoms $0,\dots,N-1$, `hN` says that there are at least two, and `hf` says that each of them scatters. The left side of the equivalence quantifies over all real positions `x` and all integer moves `n`; the right side is `∃ m : ℤ, q * L = 2 * π * m`. The phase convention is $e^{+iqx}$. No sign is imposed on `L`, so a positive box length is included.

`intensity_periodic_iff` is the general version. Here `E` is a real inner product space, such as ordinary three-dimensional space, `cell : κ → E` lists the cell vectors, and `inner ℝ q (cell k)` is $\langle q,c_k\rangle$. Only two atoms need nonzero scattering lengths. The function `amplitude` takes phases and a finite set of atoms, while `intensity` takes positions and all atoms. The intensity is not divided by the number of atoms.

One scatterer would not be enough: by `intensity_single_atom`, a lone atom gives $|f|^2$ at every $q$, so every wavevector passes the test. A second wave is needed as a phase reference.

The model is a sum of singly scattered waves from point positions, with scattering lengths that do not depend on the configuration. There is no multiple scattering and no thermal average. Positions may coincide, but leaving out configurations with coincident atoms would not change the equivalence, because the intensity is continuous in the positions. The equivalence concerns invariance in all configurations, so it does not say for which $q$ one given configuration, such as yours, is insensitive to the choice of images.

For simulation practice, this means that a structure factor computed from the stored coordinates of at least two scattering atoms, in this finite single-scattering model, is independent of the choice of periodic images in every configuration only at wavevectors for which every $\langle q,c_k\rangle$ is an integer multiple of $2\pi$.

In Lean 4 with Mathlib:

```lean
import Mathlib

open scoped Real ComplexConjugate

namespace PeriodicBoxWavevectors

noncomputable section

variable {ι κ E : Type*} [NormedAddCommGroup E] [InnerProductSpace ℝ E]

/-- The amplitude scattered by the atoms of a finite set `s`, with scattering lengths `f`
and phases `θ`. -/
def amplitude (f : ι → ℂ) (s : Finset ι) (θ : ι → ℝ) : ℂ :=
  ∑ j ∈ s, f j * Complex.exp ((θ j : ℂ) * Complex.I)

/-- The intensity scattered at wavevector `q` by atoms at positions `x`: the squared modulus
of the total amplitude with phases `⟨q, x j⟩`. -/
def intensity [Fintype ι] (f : ι → ℂ) (q : E) (x : ι → E) : ℝ :=
  ‖amplitude f Finset.univ (fun j => inner ℝ q (x j))‖ ^ 2

/-- When atom `a` of the set is given the phase `t`, the amplitude is the wave from `a`
plus the background from the other atoms. -/
theorem amplitude_update [DecidableEq ι] (f : ι → ℂ) {s : Finset ι} {a : ι} (ha : a ∈ s)
    (θ : ι → ℝ) (t : ℝ) :
    amplitude f s (Function.update θ a t) =
      f a * Complex.exp ((t : ℂ) * Complex.I) + amplitude f (s.erase a) θ := by
  unfold amplitude
  rw [← Finset.add_sum_erase _ _ ha]
  congr 1
  · simp
  · apply Finset.sum_congr rfl
    intro j hj
    simp [Function.update_of_ne (Finset.ne_of_mem_erase hj)]

/-- A set of atoms containing one with nonzero scattering length has a nonzero amplitude
for some choice of phases. -/
theorem exists_amplitude_ne_zero [DecidableEq ι] (f : ι → ℂ) {s : Finset ι} {b : ι}
    (hb : b ∈ s) (hf : f b ≠ 0) : ∃ θ : ι → ℝ, amplitude f s θ ≠ 0 := by
  by_contra! h
  -- phases 0 and π of atom `b` cannot both extinguish the wave
  have h0 := h (Function.update (fun _ => 0) b 0)
  have h1 := h (Function.update (fun _ => 0) b π)
  rw [amplitude_update f hb, Complex.ofReal_zero, zero_mul, Complex.exp_zero] at h0
  rw [amplitude_update f hb, Complex.exp_pi_mul_I] at h1
  exact hf (by linear_combination (h0 - h1) / 2)

/-- If a phase factor `w` on a nonzero wave `A` changes neither its interference intensity with
a nonzero wave `B` nor that of the quadrature wave `iA` with `B`, then `w = 1`. -/
theorem eq_one_of_quadrature {A B w : ℂ} (hA : A ≠ 0) (hB : B ≠ 0) (hw : ‖w‖ = 1)
    (h0 : ‖A * w + B‖ ^ 2 = ‖A + B‖ ^ 2)
    (h1 : ‖Complex.I * (A * w) + B‖ ^ 2 = ‖Complex.I * A + B‖ ^ 2) : w = 1 := by
  have hw' : Complex.normSq w = 1 := by rw [← Complex.sq_norm, hw, one_pow]
  simp only [Complex.sq_norm, Complex.normSq_add, Complex.normSq_mul, hw'] at h0 h1
  simp only [mul_assoc Complex.I, Complex.I_mul_re] at h1
  -- the two intensities give the real and imaginary parts of the interference term
  have key : A * w * conj B = A * conj B :=
    Complex.ext (by linarith) (by linarith)
  have hB' : conj B ≠ 0 := (map_ne_zero _).mpr hB
  have hz : (A * conj B) * (w - 1) = 0 := by linear_combination key
  exact sub_eq_zero.mp ((mul_eq_zero.mp hz).resolve_left (mul_ne_zero hA hB'))

/-- Let two different atoms `a` and `b` have nonzero scattering lengths. If shifting the phase of
`a` by `φ` never changes the intensity, whatever the phases, then `exp (iφ) = 1`. -/
theorem exp_eq_one_of_phase_shift [Fintype ι] [DecidableEq ι] (f : ι → ℂ) {a b : ι}
    (hab : a ≠ b) (ha : f a ≠ 0) (hb : f b ≠ 0) (φ : ℝ)
    (h : ∀ θ : ι → ℝ, ‖amplitude f Finset.univ (Function.update θ a (θ a + φ))‖ ^ 2 =
      ‖amplitude f Finset.univ θ‖ ^ 2) :
    Complex.exp ((φ : ℂ) * Complex.I) = 1 := by
  obtain ⟨θ, hθ⟩ := exists_amplitude_ne_zero f
    (Finset.mem_erase.mpr ⟨hab.symm, Finset.mem_univ b⟩) hb
  have key : ∀ t : ℝ,
      ‖f a * Complex.exp (((t + φ : ℝ) : ℂ) * Complex.I)
        + amplitude f (Finset.univ.erase a) θ‖ ^ 2 =
      ‖f a * Complex.exp ((t : ℂ) * Complex.I)
        + amplitude f (Finset.univ.erase a) θ‖ ^ 2 := by
    intro t
    have ht := h (Function.update θ a t)
    rwa [Function.update_self, Function.update_idem, amplitude_update f (Finset.mem_univ a),
      amplitude_update f (Finset.mem_univ a)] at ht
  have hI : Complex.exp (((π / 2 : ℝ) : ℂ) * Complex.I) = Complex.I := by
    rw [Complex.exp_mul_I, ← Complex.ofReal_cos, ← Complex.ofReal_sin,
      Real.cos_pi_div_two, Real.sin_pi_div_two]
    simp
  -- compare the phases 0 and π/2 of atom `a`
  have h0 := key 0
  rw [zero_add, Complex.ofReal_zero, zero_mul, Complex.exp_zero, mul_one] at h0
  have h1 := key (π / 2)
  rw [Complex.ofReal_add, add_mul, Complex.exp_add, hI, mul_left_comm,
    mul_comm (f a) Complex.I] at h1
  exact eq_one_of_quadrature ha hθ (Complex.norm_exp_ofReal_mul_I φ) h0 h1

/-- If `⟨q, cell k⟩` is an integer multiple of `2π` for every cell vector, then moving each atom
by its own integer combination of cell vectors leaves the intensity unchanged. -/
theorem intensity_translate [Fintype ι] [Fintype κ] (f : ι → ℂ) (q : E) (cell : κ → E)
    (hq : ∀ k, ∃ m : ℤ, inner ℝ q (cell k) = 2 * π * m) (x : ι → E) (n : ι → κ → ℤ) :
    intensity f q (fun j => x j + ∑ k, (n j k : ℝ) • cell k) = intensity f q x := by
  choose m hm using hq
  unfold intensity amplitude
  congr 2
  apply Finset.sum_congr rfl
  intro j _
  obtain ⟨M, hM⟩ : ∃ M : ℤ, inner ℝ q (x j + ∑ k, (n j k : ℝ) • cell k) =
      inner ℝ q (x j) + (M : ℝ) * (2 * π) := by
    refine ⟨∑ k, n j k * m k, ?_⟩
    rw [inner_add_right, inner_sum]
    simp only [real_inner_smul_right, hm]
    push_cast
    rw [Finset.sum_mul]
    congr 1
    apply Finset.sum_congr rfl
    intro k _
    ring
  have hper := Complex.exp_periodic.int_mul M (((inner ℝ q (x j) : ℝ) : ℂ) * Complex.I)
  beta_reduce
  rw [hM, ← hper]
  congr 2
  push_cast
  ring

/-- Let at least two atoms have nonzero scattering lengths. The intensity at `q` is unchanged by all
moves of the atoms, each by its own integer combination of cell vectors, in all configurations, if
and only if every `⟨q, cell k⟩` is an integer multiple of `2π`. -/
theorem intensity_periodic_iff [Fintype ι] [Fintype κ] (f : ι → ℂ) (q : E) (cell : κ → E)
    {a b : ι} (hab : a ≠ b) (ha : f a ≠ 0) (hb : f b ≠ 0) :
    (∀ (x : ι → E) (n : ι → κ → ℤ),
      intensity f q (fun j => x j + ∑ k, (n j k : ℝ) • cell k) = intensity f q x) ↔
    ∀ k, ∃ m : ℤ, inner ℝ q (cell k) = 2 * π * m := by
  classical
  refine ⟨fun h k => ?_, fun hq => intensity_translate f q cell hq⟩
  by_cases hk : inner ℝ q (cell k) = 0
  · exact ⟨0, by simp [hk]⟩
  have hexp := exp_eq_one_of_phase_shift f hab ha hb (inner ℝ q (cell k)) (by
    intro θ
    -- positions along `cell k` realise the phases `θ`; only atom `a` is moved, by one cell
    have e1 : (fun j => inner ℝ q ((θ j / inner ℝ q (cell k)) • cell k)) = θ := by
      funext j
      rw [real_inner_smul_right, div_mul_cancel₀ _ hk]
    have e2 : (fun j => inner ℝ q ((θ j / inner ℝ q (cell k)) • cell k +
        ∑ l, ((if j = a ∧ l = k then 1 else 0 : ℤ) : ℝ) • cell l)) =
        Function.update θ a (θ a + inner ℝ q (cell k)) := by
      funext j
      rw [inner_add_right, real_inner_smul_right, div_mul_cancel₀ _ hk]
      by_cases hj : j = a <;> simp [hj]
    have h1 := h (fun j => (θ j / inner ℝ q (cell k)) • cell k)
      (fun j l => if j = a ∧ l = k then 1 else 0)
    simp only [intensity] at h1
    rwa [e2, e1] at h1)
  obtain ⟨m, hm⟩ := Complex.exp_eq_one_iff.mp hexp
  refine ⟨m, Complex.ofReal_injective (mul_right_cancel₀ Complex.I_ne_zero ?_)⟩
  push_cast
  linear_combination hm

/-- For `N ≥ 2` atoms on a line with nonzero scattering lengths, the intensity is unchanged by
all moves `x j → x j + n j * L` with integers `n j`, in all configurations, if and only if
`q * L` is an integer multiple of `2π`. -/
theorem box_wavevector_iff {N : ℕ} (hN : 2 ≤ N) (f : Fin N → ℂ) (hf : ∀ j, f j ≠ 0)
    (q L : ℝ) :
    (∀ (x : Fin N → ℝ) (n : Fin N → ℤ),
      ‖∑ j, f j * Complex.exp (Complex.I * q * ((x j + n j * L : ℝ) : ℂ))‖ ^ 2 =
        ‖∑ j, f j * Complex.exp (Complex.I * q * (x j : ℂ))‖ ^ 2) ↔
    ∃ m : ℤ, q * L = 2 * π * m := by
  have hi : ∀ u v : ℝ, inner ℝ u v = u * v := by
    intro u v
    simp [mul_comm]
  have e : ∀ y : Fin N → ℝ, intensity f q y =
      ‖∑ j, f j * Complex.exp (Complex.I * q * (y j : ℂ))‖ ^ 2 := by
    intro y
    have hj : ∀ j, ((q * y j : ℝ) : ℂ) * Complex.I = Complex.I * q * (y j : ℂ) := by
      intro j
      push_cast
      ring
    simp only [intensity, amplitude, hi, hj]
  -- a line is the case of a single cell vector `L`
  have h := intensity_periodic_iff f q (fun _ : Unit => L)
    (a := ⟨0, by omega⟩) (b := ⟨1, by omega⟩) (by simp) (hf _) (hf _)
  constructor
  · intro H
    obtain ⟨m, hm⟩ := h.mp (fun x n => by
      rw [e, e]
      simpa using H x (fun j => n j ())) ()
    exact ⟨m, by rw [← hi]; exact hm⟩
  · intro hm x n
    have h2 := h.mpr (fun _ => by rw [hi]; exact hm) x (fun j _ => n j)
    rw [e, e] at h2
    simpa using h2

/-- A single atom scatters with intensity `|f|²` at every wavevector and every position. -/
theorem intensity_single_atom [Fintype ι] [Unique ι] (f : ι → ℂ) (q : E) (x : ι → E) :
    intensity f q x = ‖f default‖ ^ 2 := by
  unfold intensity amplitude
  rw [Fintype.sum_unique, norm_mul, Complex.norm_exp_ofReal_mul_I, mul_one]

end

end PeriodicBoxWavevectors
```

```lean
#print axioms PeriodicBoxWavevectors.intensity_periodic_iff
-- 'PeriodicBoxWavevectors.intensity_periodic_iff' depends on axioms: [propext, Classical.choice, Quot.sound]
#print axioms PeriodicBoxWavevectors.box_wavevector_iff
-- 'PeriodicBoxWavevectors.box_wavevector_iff' depends on axioms: [propext, Classical.choice, Quot.sound]
#print axioms PeriodicBoxWavevectors.intensity_single_atom
-- 'PeriodicBoxWavevectors.intensity_single_atom' depends on axioms: [propext, Classical.choice, Quot.sound]
```

### From a single phase to the whole box

`amplitude_update` is the split into one wave plus background. `Function.update θ a t` means "the phases `θ`, but with `t` at atom `a`", and `s.erase a` is the set of the other atoms.

`exists_amplitude_ne_zero` supplies the nonzero background. It assumes that the amplitude vanishes for all phases, evaluates it with atom `b` at 0 and at $\pi$, and takes half the difference of the two equations, which gives $f_b=0$, a contradiction.

`eq_one_of_quadrature` is the quadrature argument. The `A` in its statement stands for the single wave $f_a$, not for the total amplitude. The first `simp only` expands the squared moduli by `Complex.normSq_add`, and the second uses $\mathrm{Re}(iz)=-\mathrm{Im}\,z$. The two `linarith` calls then extract equality of the real and imaginary parts, and `Complex.ext` joins them into `key`. Cancelling the nonzero factor $f_a\bar B$ leaves $w=1$.

`exp_eq_one_of_phase_shift` combines these three. It obtains background phases for the atoms other than `a`, states the invariance for every phase `t` of atom `a` in its own `key`, and uses it at `0` and at `π / 2`.

`intensity_translate` is the easy direction. Its integer `M` is $\sum_k n_{jk}m_k$ for the atom at hand, and `Complex.exp_periodic.int_mul` removes the $M$ full turns.

In `intensity_periodic_iff`, the case $\langle q,c_k\rangle=0$ is treated first. Otherwise `e1` checks that the positions along `cell k` have the phases `θ`, and `e2` checks that the integer array with a single 1, at atom `a` and cell vector `k`, shifts only the phase of `a`. `Complex.exp_eq_one_iff` then turns $e^{i\varphi}=1$ into the integer $m$.

`box_wavevector_iff` applies this with one cell vector, indexed by `Unit`, and with atoms 0 and 1 as the two scatterers. The auxiliary statement `e` identifies `intensity` on the real line with the explicit sum of exponentials.
